# In a pure state of three spins 1/2, the squared Pauli correlations of all pairs sum to 3

A pure state of three spins 1/2 is described, up to an overall phase, by an array of eight complex amplitudes ψ_ijk of unit norm, where each index is 0 for spin up and 1 for spin down along z, and σ₁ₐ, σ₂ₐ, σ₃ₐ are the Pauli matrices (eigenvalues ±1, with no factor ħ/2) acting on the first, second and third index. Write rᵢ for the squared length of the mean vector ⟨σᵢ⟩, and C₁₂ for the sum of ⟨σ₁ₐσ₂ᵦ⟩² over all nine pairs of components a, β, with C₂₃ and C₃₁ defined in the same way.

```lean
import Mathlib

open ComplexConjugate

namespace ThreeSpinCorrelations

noncomputable section

/-- Amplitudes of three spins 1/2 in the product basis. -/
abbrev State := Fin 2 → Fin 2 → Fin 2 → ℂ

/-- The three Pauli matrices, in the order x, y, z. -/
def pauli : Fin 3 → Matrix (Fin 2) (Fin 2) ℂ :=
  ![!![0, 1; 1, 0], !![0, -Complex.I; Complex.I, 0], !![1, 0; 0, -1]]

/-- The inner product of two three-spin states. -/
def braket (φ ψ : State) : ℂ := ∑ i, ∑ j, ∑ k, conj (φ i j k) * ψ i j k

/-- The Pauli operator with component `a` acting on the first spin. -/
def spin1 (a : Fin 3) (ψ : State) : State := fun i j k => ∑ l, pauli a i l * ψ l j k

/-- The Pauli operator with component `a` acting on the second spin. -/
def spin2 (a : Fin 3) (ψ : State) : State := fun i j k => ∑ l, pauli a j l * ψ i l k

/-- The Pauli operator with component `a` acting on the third spin. -/
def spin3 (a : Fin 3) (ψ : State) : State := fun i j k => ∑ l, pauli a k l * ψ i j l

/-- The mean value of an operator, as the real part of its diagonal matrix element. -/
def mean (O : State → State) (ψ : State) : ℝ := (braket ψ (O ψ)).re

/-- The squared length of the mean vector of a three-component operator. -/
def polSq (O : Fin 3 → State → State) (ψ : State) : ℝ := ∑ a, mean (O a) ψ ^ 2

/-- The sum of the nine squared correlations of two three-component operators. -/
def corr (O P : Fin 3 → State → State) (ψ : State) : ℝ :=
  ∑ a, ∑ b, mean (fun χ => O a (P b χ)) ψ ^ 2

/-- Cyclic relabelling of the three spins. -/
def cyc (ψ : State) : State := fun i j k => ψ k i j

/-- The Pauli matrices are Hermitian. -/
theorem pauli_conj (a : Fin 3) (i j : Fin 2) : conj (pauli a i j) = pauli a j i := by
  fin_cases a <;> fin_cases i <;> fin_cases j <;> simp [pauli]

/-- Each Pauli operator on each of the three spins is symmetric for the inner product. -/
theorem spin_symmetric (a : Fin 3) (φ χ : State) :
    braket (spin1 a φ) χ = braket φ (spin1 a χ) ∧
    braket (spin2 a φ) χ = braket φ (spin2 a χ) ∧
    braket (spin3 a φ) χ = braket φ (spin3 a χ) := by
  refine ⟨?_, ?_, ?_⟩ <;>
    simp only [braket, spin1, spin2, spin3, Fin.sum_univ_two, map_add, map_mul, pauli_conj] <;>
    ring

/-- For a symmetric operator the diagonal matrix element is real and equals the mean value. -/
theorem mean_coe {O : State → State} (h : ∀ φ χ, braket (O φ) χ = braket φ (O χ))
    (ψ : State) : ((mean O ψ : ℝ) : ℂ) = braket ψ (O ψ) := by
  have hc : conj (braket ψ (O ψ)) = braket (O ψ) ψ := by
    simp only [braket, Fin.sum_univ_two, map_add, map_mul, Complex.conj_conj]
    ring
  exact Complex.conj_eq_iff_re.mp (by rw [hc, h])

/-- The contraction of a two-by-two array with the Pauli matrix of component `a`. -/
def pauliSum (a : Fin 3) (X : Fin 2 → Fin 2 → ℂ) : ℂ := ∑ i, ∑ l, pauli a i l * X i l

/-- The overlap of two states over the third spin only, with the indices of spins 1 and 2 open. -/
def overlap (φ ψ : State) (i l j m : Fin 2) : ℂ := ∑ k, conj (φ i j k) * ψ l m k

/-- The completeness relation of the Pauli matrices, contracted with two arbitrary arrays. -/
theorem pauli_completeness (X Y : Fin 2 → Fin 2 → ℂ) :
    ∑ a, pauliSum a X * pauliSum a Y =
      (X 0 0 - X 1 1) * (Y 0 0 - Y 1 1) + 2 * (X 0 1 * Y 1 0 + X 1 0 * Y 0 1) := by
  simp [pauliSum, pauli, Fin.sum_univ_two, Fin.sum_univ_three]
  linear_combination (X 1 0 - X 0 1) * (Y 1 0 - Y 0 1) * Complex.I_sq

set_option maxHeartbeats 400000 in
/-- For any two states, the sum of the squared matrix elements of the nine products of Pauli
operators on spins 1 and 2, expressed through the overlap and the matrix elements of the single-spin
operators. -/
theorem pair_identity (φ ψ : State) :
    ∑ a, ∑ b, braket φ (spin1 a (spin2 b ψ)) ^ 2 =
      braket φ ψ ^ 2 + 2 * ∑ a, braket φ (spin3 a ψ) ^ 2
        - ∑ a, braket φ (spin1 a ψ) ^ 2 - ∑ a, braket φ (spin2 a ψ) ^ 2 := by
  -- write all matrix elements as contractions with Pauli matrices
  have e1 (a : Fin 3) : braket φ (spin1 a ψ) =
      pauliSum a (fun i l => ∑ j, overlap φ ψ i l j j) := by
    simp only [braket, spin1, pauliSum, overlap, Fin.sum_univ_two]
    ring
  have e2 (a : Fin 3) : braket φ (spin2 a ψ) =
      pauliSum a (fun j m => ∑ i, overlap φ ψ i i j m) := by
    simp only [braket, spin2, pauliSum, overlap, Fin.sum_univ_two]
    ring
  have e3 (a : Fin 3) : braket φ (spin3 a ψ) =
      pauliSum a (fun k n => ∑ i, ∑ j, conj (φ i j k) * ψ i j n) := by
    simp only [braket, spin3, pauliSum, Fin.sum_univ_two]
    ring
  have e12 (a b : Fin 3) : braket φ (spin1 a (spin2 b ψ)) =
      pauliSum a (fun i l => pauliSum b (overlap φ ψ i l)) := by
    simp only [braket, spin1, spin2, pauliSum, overlap, Fin.sum_univ_two]
    ring
  -- completeness for the first spin, at a fixed component of the second
  have hs (b : Fin 3) : ∑ a, braket φ (spin1 a (spin2 b ψ)) ^ 2 =
      pauliSum b (overlap φ ψ 0 0) * pauliSum b (overlap φ ψ 0 0)
        - 2 * (pauliSum b (overlap φ ψ 0 0) * pauliSum b (overlap φ ψ 1 1))
        + pauliSum b (overlap φ ψ 1 1) * pauliSum b (overlap φ ψ 1 1)
        + 4 * (pauliSum b (overlap φ ψ 0 1) * pauliSum b (overlap φ ψ 1 0)) := by
    simp only [e12, sq, pauli_completeness]
    ring
  rw [Finset.sum_comm]
  simp only [hs, Finset.sum_add_distrib, Finset.sum_sub_distrib, ← Finset.mul_sum]
  -- completeness for the second spin and for the single-spin terms
  simp only [e1, e2, e3, sq, pauli_completeness]
  simp only [overlap, braket, Fin.sum_univ_two]
  ring

/-- For a normalised state of three spins 1/2, the nine squared correlations of spins 1 and 2
sum to `1 + 2 r₃ - r₁ - r₂`, with `rᵢ` the squared length of the mean Pauli vector of spin `i`. -/
theorem pair_correlation (ψ : State) (h : braket ψ ψ = 1) :
    corr spin1 spin2 ψ = 1 + 2 * polSq spin3 ψ - polSq spin1 ψ - polSq spin2 ψ := by
  have h1 (a : Fin 3) := mean_coe (fun φ χ => (spin_symmetric a φ χ).1) ψ
  have h2 (a : Fin 3) := mean_coe (fun φ χ => (spin_symmetric a φ χ).2.1) ψ
  have h3 (a : Fin 3) := mean_coe (fun φ χ => (spin_symmetric a φ χ).2.2) ψ
  -- operators on different spins commute, so their product is symmetric
  have hcomm (a b : Fin 3) (χ : State) : spin2 b (spin1 a χ) = spin1 a (spin2 b χ) := by
    funext i j k
    simp only [spin1, spin2, Fin.sum_univ_two]
    ring
  have h12 (a b : Fin 3) : ((mean (fun χ => spin1 a (spin2 b χ)) ψ : ℝ) : ℂ) =
      braket ψ (spin1 a (spin2 b ψ)) :=
    mean_coe (O := fun χ => spin1 a (spin2 b χ)) (fun φ χ => by
      rw [(spin_symmetric a _ _).1, (spin_symmetric b _ _).2.1, hcomm]) ψ
  have key := pair_identity ψ ψ
  rw [h] at key
  apply Complex.ofReal_injective
  simp only [corr, polSq]
  push_cast
  simp only [h1, h2, h3, h12]
  linear_combination key

/-- Relabelling the spins cyclically preserves inner products. -/
theorem braket_cyc (φ ψ : State) : braket (cyc φ) (cyc ψ) = braket φ ψ := by
  simp only [braket, cyc, Fin.sum_univ_two]
  ring

/-- The correlation formula for the pairs (2,3) and (3,1) of a normalised three-spin state. -/
theorem pair_correlation_cyclic (ψ : State) (h : braket ψ ψ = 1) :
    corr spin2 spin3 ψ = 1 + 2 * polSq spin1 ψ - polSq spin2 ψ - polSq spin3 ψ ∧
    corr spin3 spin1 ψ = 1 + 2 * polSq spin2 ψ - polSq spin3 ψ - polSq spin1 ψ := by
  -- relabelling the state is the same as relabelling the operators
  have e1 (a : Fin 3) (χ : State) : spin1 a (cyc χ) = cyc (spin2 a χ) := rfl
  have e2 (a : Fin 3) (χ : State) : spin2 a (cyc χ) = cyc (spin3 a χ) := rfl
  have e3 (a : Fin 3) (χ : State) : spin3 a (cyc χ) = cyc (spin1 a χ) := rfl
  have p := pair_correlation (cyc ψ) (by rw [braket_cyc, h])
  have q := pair_correlation (cyc (cyc ψ)) (by rw [braket_cyc, braket_cyc, h])
  simp only [corr, polSq, mean, e1, e2, e3, braket_cyc] at p q ⊢
  exact ⟨p, q⟩

/-- The squared two-spin correlations of a normalised three-spin state, summed over all
components and all three pairs, equal 3. -/
theorem total_correlation (ψ : State) (h : braket ψ ψ = 1) :
    corr spin1 spin2 ψ + corr spin2 spin3 ψ + corr spin3 spin1 ψ = 3 := by
  have p := pair_correlation ψ h
  obtain ⟨q, r⟩ := pair_correlation_cyclic ψ h
  linarith

/-- If the mean Pauli vectors of all three spins vanish in a normalised state, the squared
correlations of each pair sum to 1. -/
theorem unpolarised_correlation (ψ : State) (h : braket ψ ψ = 1)
    (h1 : polSq spin1 ψ = 0) (h2 : polSq spin2 ψ = 0) (h3 : polSq spin3 ψ = 0) :
    corr spin1 spin2 ψ = 1 ∧ corr spin2 spin3 ψ = 1 ∧ corr spin3 spin1 ψ = 1 := by
  have p := pair_correlation ψ h
  obtain ⟨q, r⟩ := pair_correlation_cyclic ψ h
  refine ⟨?_, ?_, ?_⟩ <;> linarith

end

end ThreeSpinCorrelations
```

```lean
#print axioms ThreeSpinCorrelations.total_correlation
#print axioms ThreeSpinCorrelations.unpolarised_correlation
```

```
'ThreeSpinCorrelations.total_correlation' depends on axioms: [propext, Classical.choice, Quot.sound]
'ThreeSpinCorrelations.unpolarised_correlation' depends on axioms: [propext, Classical.choice, Quot.sound]
```

## One relation for each pair, and their sum

The theorem `pair_correlation` says that every normalised state satisfies

C₁₂ = 1 + 2r₃ − r₁ − r₂.

The sum of nine squares on the left is fixed by three single-spin quantities, one of which belongs to the spin outside the pair; the individual correlations are not. `pair_correlation_cyclic` gives the relations for the other two pairs:

C₂₃ = 1 + 2r₁ − r₂ − r₃
C₃₁ = 1 + 2r₂ − r₃ − r₁

In the sum of the three lines each rᵢ appears once with coefficient 2 and twice with coefficient −1, so it cancels. This is `total_correlation`:

C₁₂ + C₂₃ + C₃₁ = 3.

If all three mean spin vectors vanish, each pair sum is 1 separately, which is `unpolarised_correlation`. The state (|↑↑↑⟩ + |↓↓↓⟩)/√2 is of this kind: for each pair the zz correlation is 1 and the other eight are 0.

In the code, `State` is the type of amplitude arrays, without any condition on the norm. Normalisation enters as the hypothesis `braket ψ ψ = 1`. The functions `spin1`, `spin2` and `spin3` are the Pauli operators on the three indices, `polSq spin1 ψ` is r₁, and `corr spin1 spin2 ψ` is C₁₂. A mean value is defined as the real part of ⟨ψ|Oψ⟩, and `mean_coe` shows that for a symmetric operator the imaginary part is zero, so nothing is discarded.

## What the sum rule means for three coupled spins

Since C₁₂, C₂₃ and C₃₁ are sums of squares, none of them is negative, and the fixed total makes them compete. If spins 1 and 2 form a singlet, then ⟨σ₁ₐσ₂ₐ⟩ = −1 for each a, so C₁₂ = 3 and every two-spin correlation of spin 3 with spin 1 or with spin 2 must vanish. For three spins 1/2 in a pure state, this is a quantitative limit on how strongly one spin can be correlated with two others at once.

The correlations are plain means of products, with the product of the single-spin means not subtracted. A nonzero value therefore does not by itself show entanglement: the product state |↑↑↑⟩ has C = 1 for each pair.

The theorems concern exactly three spins 1/2 in a pure state. A trio entangled with its surroundings is described by a mixed state, and the total is then in general different from 3; in the completely mixed state every correlation is zero. With spin operators S = σ/2 in units of ħ, each squared correlation carries a factor 1/16, and the total becomes 3/16.

## Equal purities of a pair and the remaining spin

Arrange the amplitudes as a matrix M with four rows, labelled by (i, j), and two columns, labelled by k. The reduced density matrices of the pair and of the third spin are

ρ₁₂ = M M†
ρ₃ = (M† M)ᵀ.

A trace is unchanged by cyclic reordering and by transposition, so

Tr ρ₁₂² = Tr(M M† M M†) = Tr(M† M M† M) = Tr ρ₃².

Now expand both density matrices in Pauli matrices. For one spin,

ρ₃ = ½ (1 + Σₐ ⟨σ₃ₐ⟩ σ₃ₐ).

The four matrices 1, σₓ, σ_y, σ_z are orthogonal under the trace, and each has a square of trace 2. Hence

Tr ρ₃² = ¼ · 2 · (1 + r₃) = ½ (1 + r₃).

For the pair,

ρ₁₂ = ¼ (1 + Σₐ ⟨σ₁ₐ⟩ σ₁ₐ + Σᵦ ⟨σ₂ᵦ⟩ σ₂ᵦ + Σₐᵦ ⟨σ₁ₐσ₂ᵦ⟩ σ₁ₐσ₂ᵦ).

These sixteen matrices are again orthogonal, now with squares of trace 4, so

Tr ρ₁₂² = (1/16) · 4 · (1 + r₁ + r₂ + C₁₂) = ¼ (1 + r₁ + r₂ + C₁₂).

Equating the two purities and multiplying by 4 gives

1 + r₁ + r₂ + C₁₂ = 2 + 2r₃,

which is the relation for the pair (1,2). Relabelling the spins gives the other two.

## A doublet built from a triplet pair

Couple spins 1 and 2 to a triplet, and couple that to spin 3 so that the total spin is 1/2 with z component +1/2. The normalised state is

ψ = (2|↑↑↓⟩ − |↑↓↑⟩ − |↓↑↑⟩)/√6.

The three configurations have probabilities 2/3, 1/6 and 1/6. The mean z components are

⟨σ₁_z⟩ = 2/3 + 1/6 − 1/6 = 2/3
⟨σ₂_z⟩ = 2/3 − 1/6 + 1/6 = 2/3
⟨σ₃_z⟩ = −2/3 + 1/6 + 1/6 = −1/3.

The x and y means vanish because the total z component is sharp. Thus r₁ = r₂ = 4/9 and r₃ = 1/9, and the formulas predict

C₁₂ = 1 + 2/9 − 4/9 − 4/9 = 1/3
C₂₃ = 1 + 8/9 − 4/9 − 1/9 = 4/3
C₃₁ = 1 + 8/9 − 1/9 − 4/9 = 4/3.

The correlations can also be computed directly. For spins 1 and 2, the zz mean is 2/3 − 1/6 − 1/6 = 1/3. The xx and yy means come from exchanging |↑↓↑⟩ and |↓↑↑⟩, and each equals 2 · (1/6) = 1/3. The mixed components vanish, so C₁₂ = 3 · (1/9) = 1/3.

For spins 2 and 3, the zz mean is −2/3 − 1/6 + 1/6 = −2/3. The xx and yy means come from exchanging |↑↑↓⟩ and |↑↓↑⟩, and each equals 2 · (2/√6) · (−1/√6) = −2/3. This gives C₂₃ = 3 · (4/9) = 4/3. The state is symmetric in spins 1 and 2, so C₃₁ has the same value, and the total is 1/3 + 4/3 + 4/3 = 3.

## From Pauli completeness to the three pairs

The Lean proof uses the same algebra, but with two states φ and ψ in place of one. The theorem `pair_identity` states that

Σₐᵦ ⟨φ|σ₁ₐσ₂ᵦψ⟩² = ⟨φ|ψ⟩² + 2 Σₐ ⟨φ|σ₃ₐψ⟩² − Σₐ ⟨φ|σ₁ₐψ⟩² − Σₐ ⟨φ|σ₂ₐψ⟩².

The squares here are squares of complex numbers, not squared moduli. The argument by purities carries over when M M† is replaced by M N†, where N is the matrix of amplitudes of φ.

Instead of expanding a density matrix, the code uses the completeness relation of the Pauli matrices. For a two-by-two array X, `pauliSum a X` is the contraction Σᵢₗ (σₐ)ᵢₗ Xᵢₗ. The lemma `pauli_completeness` evaluates the sum over a of a product of two such contractions, which is

2 Σᵢₗ Xᵢₗ Yₗᵢ − (Σᵢ Xᵢᵢ)(Σᵢ Yᵢᵢ),

written out entry by entry. The term with the y component also uses i² = −1.

Within `pair_identity`, the steps `e1`, `e2`, `e3` and `e12` rewrite every matrix element as a contraction of this kind. The step `hs` applies completeness to the first spin while the component of the second is held fixed. A second application treats the second spin and the single-spin terms. What remains is a polynomial identity in the amplitudes, and the final `ring` checks it; the equality of the two purities is contained in that regrouping of sums.

To pass to mean values, `pair_correlation` sets φ = ψ and inserts the unit norm. It also needs the matrix elements to be real. `pauli_conj` gives the Hermiticity of the Pauli matrices, and `spin_symmetric` transfers it to the operators on the three-spin state. A product σ₁ₐσ₂ᵦ is symmetric because its factors commute, which is the step `hcomm`. With `mean_coe`, the complex identity then becomes the real one.

The other pairs require no new expansion. The map `cyc` permutes the indices of the state, and `braket_cyc` shows that inner products are preserved. Acting with `spin1` on the relabelled state is the same as acting with `spin2` and then relabelling, and so on around the cycle. One relabelling turns the relation for (1,2) into that for (2,3), and two turn it into that for (3,1). The last two theorems follow by linear arithmetic.

## Checking a correlation routine

A program that stores the eight amplitudes and evaluates spin–spin correlation functions can compute the 27 pair means and compare the sum of their squares with 3, up to rounding. If the vector is unnormalised and the means are computed as ⟨ψ|Oψ⟩ without dividing by ⟨ψ|ψ⟩, the expected value is 3⟨ψ|ψ⟩², which follows from `pair_identity` with φ = ψ and its cyclic relabellings.

The separate pair relations are a sharper test than the total. If a routine interchanges the results for the pairs (1,2) and (2,3), the total is unaffected, but the doublet above then gives 4/3 where the formula requires 1/3. Neither test says whether the state itself is the intended one, since every normalised pure state of three spins 1/2 passes both.
